# Over a commutative ring, $d\times d$ matrices can satisfy $AB-BA=1$ exactly when $d=0$ in that ring

Take two levels and calculate modulo 2. With

$$A=\begin{pmatrix}0&1\\0&0\end{pmatrix},\qquad B=\begin{pmatrix}0&0\\1&0\end{pmatrix},$$

I get $AB-BA=\mathrm{diag}(1,-1)$. Modulo 2 the numbers $-1$ and $1$ are the same, so this is the identity matrix, and I have a lowering and a raising matrix that obey the boson commutation relation exactly.

I was taught that no finite matrices can do this, because the trace of the left side is zero and the trace of the right side is not. Which step of that argument breaks here? Is it an accident of having two levels, or does the same thing happen modulo every prime $p$ with $p$ levels? And if it does, is the result anything like an oscillator, with one vacuum and a single ladder above it?

## The trace argument only says that $d=0$ among the scalars

The step that breaks is the claim that the trace of the right side is not zero. The rest of the argument holds over every commutative ring. Let $A$ and $B$ be $d\times d$ matrices with entries in a commutative ring $R$, and suppose $AB-BA=1$. Since the entries commute,

$$\operatorname{tr}(AB)=\sum_{i,j}A_{ij}B_{ji}=\sum_{i,j}B_{ji}A_{ij}=\operatorname{tr}(BA),$$

so the left side has trace $0$. The identity has trace $1+\dots+1=d$, calculated in $R$. Hence $d=0$ in $R$. For complex entries and $d\ge 1$ this is a contradiction. Modulo 2 with $d=2$ it is a true statement.

### The same ladder for any number of levels

Your example is no accident. Let $e_0,\dots,e_{d-1}$ be the basis vectors, set $e_k=0$ for $k\ge d$, and define

$$A e_0=0,\qquad A e_k=k\,e_{k-1}\ \ (1\le k<d),\qquad B e_k=e_{k+1}.$$

In particular $B e_{d-1}=0$. Below the top level, that is for $k+1<d$,

$$AB\,e_k=A e_{k+1}=(k+1)e_k,\qquad BA\,e_k=k\,e_k,$$

where for $k=0$ the second equation reads $0=0$. The difference is $e_k$. At the top level,

$$AB\,e_{d-1}=0,\qquad BA\,e_{d-1}=(d-1)e_{d-1},$$

and the difference is $(1-d)e_{d-1}$. So the commutator is $\mathrm{diag}(1,\dots,1,1-d)$, and it equals the identity as soon as $d=0$ in $R$. With three levels modulo 3, for instance, the last entry is $-2=1$.

Together with the trace argument this settles which sizes are possible. Modulo $n$, the number $d$ is zero exactly when $n$ divides $d$. Modulo 2 there are solutions for every even size and for no odd size; modulo a prime $p$, the smallest nonempty solution has $p$ levels.

### One vacuum, and only multiples of the identity commute with the ladder

Now let $p$ be a prime (not a momentum), with $p$ levels and scalars modulo $p$. Write $v=\sum_k v_k e_k$ and suppose $Av=0$. For $m+1<p$, component $m$ of $Av$ is $(m+1)v_{m+1}$. The numbers $1,\dots,p-1$ are not divisible by $p$, and the integers modulo a prime form a field, so $v_{m+1}=0$. What remains is $v=v_0e_0$, a multiple of the vacuum.

Primality matters here. Take $n$ levels and scalars modulo $n$. If $n=ab$ with $1<a,b<n$, then the vector $b\,e_a$ is nonzero, is not a multiple of $e_0$, and satisfies $A(b\,e_a)=ab\,e_{a-1}=0$. Uniqueness of the vacuum therefore fails for every composite modulus, although the commutation relation still holds.

Next let $M$ commute with both $A$ and $B$. Then $A(Me_0)=M(Ae_0)=0$, so $Me_0=c\,e_0$ for some $c$. If $Me_k=c\,e_k$, then

$$Me_{k+1}=MBe_k=BMe_k=c\,Be_k=c\,e_{k+1}.$$

The same factor is carried up the whole ladder, and $M=c\cdot 1$. A single oscillator with no other degrees of freedom has the same property: an operator that commutes with both ladder operators is a number.

### Translating the matrices and theorems into physics

In the code, `R` is the ring of scalars and `d` the number of levels. Rows and columns are labelled by `Fin d`, which means $0,\dots,d-1$, so the labels are occupation numbers. `level R d k` is $e_k$, including the convention that it vanishes for $k\ge d$. `lower R d` is $A$: its entry in row $i$, column $j$ is $j$ if $i+1=j$, and zero otherwise. `raise R d` is $B$, with entry $1$ where $i=j+1$. The symbol `*ᵥ` applies a matrix to a vector, and `ZMod p` is the integers modulo $p$.

These are not the textbook matrices with square roots. Over the complex numbers, the normalised number states $|k\rangle$ satisfy $a|k\rangle=\sqrt{k}\,|k-1\rangle$ and $a^\dagger|k\rangle=\sqrt{k+1}\,|k+1\rangle$. The vectors here correspond to $e_k=\sqrt{k!}\,|k\rangle$, which turns the factors into $k$ and $1$. The unnormalised form needs no square roots, so it makes sense over any commutative ring, but `raise` is not the transpose of `lower` once there are three or more levels and $2\neq 1$ in the ring.

The theorems say the following.

- `ladder_commutator`: if `(d : R) = 0`, meaning that the number $d$ is zero when read as an element of $R$, the explicit pair satisfies $AB-BA=1$.
- `exists_canonical_pair_iff`: some pair of $d\times d$ matrices over $R$ satisfies the relation if and only if $d=0$ in $R$.
- `ladder_commutator_zmod`: the $p\times p$ ladder modulo $p$ satisfies the relation. This holds for every natural number $p$, prime or not.
- `exists_canonical_pair_zmod_iff`: modulo $n$, a pair of size $d$ exists if and only if $n$ divides $d$.
- `vacuum_unique` and `commutant_scalar`: for $p$ prime, the vacuum is unique up to a factor, and a matrix that commutes with both ladder matrices is a multiple of the identity.

The size $d=0$ is allowed. The matrices are then empty and the relation holds trivially, in agreement with $0=0$ in $R$.

For complex scalars, `exists_canonical_pair_iff` gives back what you were taught: $d=0$ is the only solution. A simulation that keeps a finite number $d\ge1$ of levels of a vibrational or photon mode, with complex matrices, therefore cannot have $[a,a^\dagger]=1$ exactly. For the truncated ladder, the diagonal form found above puts the whole error, of size $d$, in the top level.

The modular ladder is an algebraic object and not a physical oscillator. Quantum probabilities and expectation values are calculated with a complex inner product, and scalars modulo $p$ have no notion of a positive norm. Changing to complex scalars does not help, because the commutation relation then fails for every finite number $d\ge1$ of levels.

### The Lean code

```lean
import Mathlib

open Matrix

namespace ModularLadder

variable (R : Type*) [CommRing R] (d : ℕ)

/-- The basis vector of level `k` in a space with levels `0, ..., d - 1`;
it is the zero vector when `k` is at least `d`. -/
def level (k : ℕ) : Fin d → R := fun i => if i.val = k then 1 else 0

/-- The lowering matrix, whose only nonzero entries take level `k` to `k` times level `k - 1`. -/
def lower : Matrix (Fin d) (Fin d) R :=
  Matrix.of fun i j => if i.val + 1 = j.val then (j.val : R) else 0

/-- The raising matrix, which takes each level to the next one and the top level to zero. -/
def raise : Matrix (Fin d) (Fin d) R :=
  Matrix.of fun i j => if i.val = j.val + 1 then 1 else 0

variable {R d}

/-- There is no level at or above the dimension `d`: the corresponding vector is zero. -/
theorem level_eq_zero {k : ℕ} (h : d ≤ k) : level R d k = 0 := by
  ext i
  have hi : i.val ≠ k := by omega
  simp [level, hi]

/-- A matrix applied to the basis vector of level `k < d` gives its column `k`. -/
theorem mulVec_level (M : Matrix (Fin d) (Fin d) R) {k : ℕ} (h : k < d) (i : Fin d) :
    (M *ᵥ level R d k) i = M i ⟨k, h⟩ := by
  simp only [Matrix.mulVec, dotProduct, level]
  rw [Finset.sum_eq_single (⟨k, h⟩ : Fin d)]
  · simp
  · intro b _ hb
    have hb' : b.val ≠ k := fun e => hb (Fin.ext e)
    simp [hb']
  · simp

/-- The raising matrix takes level `k` to level `k + 1`, which is zero above the top. -/
theorem raise_level (k : ℕ) : raise R d *ᵥ level R d k = level R d (k + 1) := by
  rcases lt_or_ge k d with h | h
  · ext i
    rw [mulVec_level _ h]
    simp [raise, level]
  · rw [level_eq_zero h, level_eq_zero (by omega : d ≤ k + 1), Matrix.mulVec_zero]

/-- The lowering matrix annihilates the vacuum, level `0`. -/
theorem lower_level_zero : lower R d *ᵥ level R d 0 = 0 := by
  rcases Nat.eq_zero_or_pos d with h | h
  · rw [level_eq_zero (by omega : d ≤ 0), Matrix.mulVec_zero]
  · ext i
    rw [mulVec_level _ h]
    simp [lower]

/-- The lowering matrix takes an existing level `k + 1` to `k + 1` times level `k`. -/
theorem lower_level_succ {k : ℕ} (h : k + 1 < d) :
    lower R d *ᵥ level R d (k + 1) = ((k + 1 : ℕ) : R) • level R d k := by
  ext i
  rw [mulVec_level _ h]
  simp [lower, level]

/-- If the dimension `d` vanishes as an element of the ring of scalars, the ladder matrices
satisfy the canonical commutation relation exactly. -/
theorem ladder_commutator (hd : (d : R) = 0) :
    lower R d * raise R d - raise R d * lower R d = 1 := by
  have key : ∀ k, k < d →
      (lower R d * raise R d - raise R d * lower R d) *ᵥ level R d k = level R d k := by
    intro k hk
    -- raising and then lowering gives k + 1, at the top level because d = 0 in R
    have h1 : lower R d *ᵥ level R d (k + 1) = ((k + 1 : ℕ) : R) • level R d k := by
      rcases Nat.lt_or_ge (k + 1) d with h | h
      · exact lower_level_succ h
      · have e : k + 1 = d := by omega
        rw [level_eq_zero h, Matrix.mulVec_zero, e, hd, zero_smul]
    -- lowering and then raising counts the quanta
    have h2 : raise R d *ᵥ (lower R d *ᵥ level R d k) = (k : R) • level R d k := by
      cases k with
      | zero => rw [lower_level_zero, Matrix.mulVec_zero, Nat.cast_zero, zero_smul]
      | succ m => rw [lower_level_succ hk, Matrix.mulVec_smul, raise_level]
    rw [Matrix.sub_mulVec, ← Matrix.mulVec_mulVec, ← Matrix.mulVec_mulVec, raise_level, h1, h2]
    push_cast
    module
  ext i j
  have h := congrFun (key j.val j.isLt) i
  rw [mulVec_level _ j.isLt] at h
  refine h.trans ?_
  simp [level, Matrix.one_apply, Fin.ext_iff]

/-- Over a commutative ring, the canonical commutation relation has a solution in `d` by `d`
matrices if and only if `d` vanishes in that ring. -/
theorem exists_canonical_pair_iff (R : Type*) [CommRing R] (d : ℕ) :
    (∃ A B : Matrix (Fin d) (Fin d) R, A * B - B * A = 1) ↔ (d : R) = 0 := by
  constructor
  · rintro ⟨A, B, h⟩
    -- a commutator has trace zero, the identity has trace d
    have ht := congrArg Matrix.trace h
    rw [Matrix.trace_sub, Matrix.trace_mul_comm, sub_self, Matrix.trace_one,
      Fintype.card_fin] at ht
    exact ht.symm
  · intro hd
    exact ⟨lower R d, raise R d, ladder_commutator hd⟩

/-- The `p` by `p` ladder matrices over the integers modulo `p` satisfy the canonical
commutation relation, for every natural number `p` and so for every prime. -/
theorem ladder_commutator_zmod (p : ℕ) :
    lower (ZMod p) p * raise (ZMod p) p - raise (ZMod p) p * lower (ZMod p) p = 1 :=
  ladder_commutator ((CharP.cast_eq_zero_iff (ZMod p) p p).2 dvd_rfl)

/-- Over the integers modulo `n`, the canonical commutation relation has a solution in
`d` by `d` matrices if and only if `n` divides `d`. -/
theorem exists_canonical_pair_zmod_iff (n d : ℕ) :
    (∃ A B : Matrix (Fin d) (Fin d) (ZMod n), A * B - B * A = 1) ↔ n ∣ d :=
  (exists_canonical_pair_iff (ZMod n) d).trans (CharP.cast_eq_zero_iff (ZMod n) n d)

/-- For `p` prime, every vector annihilated by the `p` by `p` lowering matrix over the integers
modulo `p` is a multiple of the vacuum. -/
theorem vacuum_unique {p : ℕ} (hp : p.Prime) (v : Fin p → ZMod p)
    (hv : lower (ZMod p) p *ᵥ v = 0) : ∃ c : ZMod p, v = c • level (ZMod p) p 0 := by
  refine ⟨v ⟨0, hp.pos⟩, ?_⟩
  ext ⟨i, hi⟩
  cases i with
  | zero => simp [level]
  | succ m =>
    -- component m of the lowered vector is (m + 1) times component m + 1 of v
    have hs : (lower (ZMod p) p *ᵥ v) ⟨m, by omega⟩
        = ((m + 1 : ℕ) : ZMod p) * v ⟨m + 1, hi⟩ := by
      simp only [Matrix.mulVec, dotProduct]
      rw [Finset.sum_eq_single (⟨m + 1, hi⟩ : Fin p)]
      · simp [lower]
      · intro b _ hb
        have hb' : m + 1 ≠ b.val := fun e => hb (Fin.ext e.symm)
        simp [lower, hb']
      · simp
    have hne : ((m + 1 : ℕ) : ZMod p) ≠ 0 := by
      intro h0
      have hle := Nat.le_of_dvd (Nat.succ_pos m) ((CharP.cast_eq_zero_iff (ZMod p) p (m + 1)).1 h0)
      omega
    have : Fact p.Prime := ⟨hp⟩
    rw [hv, Pi.zero_apply] at hs
    have hz : v ⟨m + 1, hi⟩ = 0 := (mul_eq_zero.1 hs.symm).resolve_left hne
    simp [level, hz]

/-- For `p` prime, a matrix over the integers modulo `p` that commutes with both `p` by `p`
ladder matrices is a multiple of the identity. -/
theorem commutant_scalar {p : ℕ} (hp : p.Prime) (M : Matrix (Fin p) (Fin p) (ZMod p))
    (hA : M * lower (ZMod p) p = lower (ZMod p) p * M)
    (hB : M * raise (ZMod p) p = raise (ZMod p) p * M) :
    ∃ c : ZMod p, M = c • (1 : Matrix (Fin p) (Fin p) (ZMod p)) := by
  -- M maps the vacuum to a multiple of itself
  obtain ⟨c, hc⟩ := vacuum_unique hp (M *ᵥ level (ZMod p) p 0) (by
    rw [Matrix.mulVec_mulVec, ← hA, ← Matrix.mulVec_mulVec, lower_level_zero,
      Matrix.mulVec_zero])
  -- the raising matrix carries the same factor to every level
  have key : ∀ k, M *ᵥ level (ZMod p) p k = c • level (ZMod p) p k := by
    intro k
    induction k with
    | zero => exact hc
    | succ k ih =>
      rw [← raise_level, Matrix.mulVec_mulVec, hB, ← Matrix.mulVec_mulVec, ih,
        Matrix.mulVec_smul]
  refine ⟨c, ?_⟩
  ext i j
  have h := congrFun (key j.val) i
  rw [mulVec_level _ j.isLt] at h
  refine h.trans ?_
  simp [level, Matrix.one_apply, Fin.ext_iff]

end ModularLadder
```

```lean
#print axioms ModularLadder.ladder_commutator
#print axioms ModularLadder.ladder_commutator_zmod
#print axioms ModularLadder.exists_canonical_pair_zmod_iff
#print axioms ModularLadder.commutant_scalar
```

```
'ModularLadder.ladder_commutator' depends on axioms: [propext, Classical.choice, Quot.sound]
'ModularLadder.ladder_commutator_zmod' depends on axioms: [propext, Classical.choice, Quot.sound]
'ModularLadder.exists_canonical_pair_zmod_iff' depends on axioms: [propext, Classical.choice, Quot.sound]
'ModularLadder.commutant_scalar' depends on axioms: [propext, Classical.choice, Quot.sound]
```

### From the action on levels to the theorems

The first lemmas establish how the matrices act. `level_eq_zero` records that there are no levels at or above $d$. `mulVec_level` says that a matrix applied to $e_k$ gives its column $k$; in the sum over columns, `Finset.sum_eq_single` keeps the one term that survives. With this, `raise_level`, `lower_level_zero` and `lower_level_succ` are the defining equations of the ladder. The convention $e_k=0$ above the top lets `raise_level` hold for every `k` without an exception at the last level.

In `ladder_commutator`, the statement `key` says that the commutator leaves every existing level unchanged. Its part `h1` is $Ae_{k+1}=(k+1)e_k$, for all $k<d$. Below the top this is `lower_level_succ`. At the top, $k+1=d$: the left side is zero because $e_d=0$, and the right side is zero because $d=0$ in $R$. This is the only place in the proof where the hypothesis enters. Part `h2` is $BAe_k=k\,e_k$, with the vacuum treated separately. After both are inserted, `module` verifies $(k+1)e_k-k\,e_k=e_k$. The last lines pass from vectors to matrices: column $j$ of the commutator is $e_j$, which is column $j$ of the identity.

The forward direction of `exists_canonical_pair_iff` is the trace argument. `congrArg Matrix.trace` takes the trace of both sides, `Matrix.trace_mul_comm` makes the left side vanish, and `Matrix.trace_one` with `Fintype.card_fin` evaluates the right side as $d$. The backward direction supplies the explicit ladder. The two results for `ZMod` follow by `CharP.cast_eq_zero_iff`, which translates "$d$ is zero modulo $n$" into "$n$ divides $d$".

In `vacuum_unique`, the factor $c$ is component $0$ of $v$. For the other components, `hs` is the formula $(Av)_m=(m+1)v_{m+1}$, and `hne` shows that $m+1$ is nonzero modulo $p$: if $p$ divided it, then $p\le m+1$, whereas $m+1<p$. Since $p$ is prime, a product that vanishes has a vanishing factor (`mul_eq_zero`), and so $v_{m+1}=0$.

`commutant_scalar` applies this to the vector $Me_0$, which `hA` shows to be annihilated by $A$. The induction in `key` then moves up the ladder, using `hB` to exchange $M$ and $B$ at each step. As in `ladder_commutator`, comparing columns turns $Me_k=c\,e_k$ for all levels into $M=c\cdot1$.
